# Displaced boson modes with a cutoff: a closed form for the core-hole overlap, and the power law left in its rescaled modulus as the cutoff goes

Without a cutoff, my core-hole overlap is zero at almost every time. I treat the density excitations of the conduction electrons as boson modes, and the sudden core hole displaces the mode of energy mε by a/√m, with a ≠ 0. The exponent then contains the sum of (1 − cos mθ)/m, where θ = εt/ħ, and this diverges unless θ is a multiple of 2π. With a cutoff the overlap is nonzero, but it depends on the cutoff. Where is the power law that is supposed to give the edge singularity?

## The power law appears after division by (1 − q)^(a²)

Label the modes by n = 0, 1, 2, …, so that label n means mode n + 1, and damp its squared displacement by q^(n+1), with 0 ≤ q < 1.

Take one mode first. A vacuum displaced by a real α has k-boson amplitude e^(−α²/2) α^k/√(k!). Time evolution multiplies it by e^(−ikφ), leaving out the zero-point phase. The overlap with the original state is

e^(−α²) Σₖ (α² e^(−iφ))^k / k! = exp(−α²(1 − e^(−iφ))).

For mode n + 1, α² = a² q^(n+1)/(n+1) and φ = (n+1)θ. Multiplying the overlaps adds the exponents, so the product is exp(−C), with

C = a² Σₙ q^(n+1)/(n+1) · (1 − e^(−i(n+1)θ)).

For |z| < 1, Σₙ z^(n+1)/(n+1) = −log(1 − z). Using this at z = q and at z = q e^(−iθ) gives

C = a² [log(1 − q e^(−iθ)) − log(1 − q)].

Only Re C enters the modulus, and the real part of log z is log|z|. Since

|1 − q e^(−iθ)|² = (1 − q cos θ)² + q² sin² θ = 1 − 2q cos θ + q²,

we get

|exp(−C)| = ((1 − q)² / (1 − 2q cos θ + q²))^(a²/2).

The numerator supplies the vanishing factor (1 − q)^(a²). Divide by it, hold θ fixed with cos θ ≠ 1, and let q → 1 from below:

|exp(−C)| / (1 − q)^(a²) → (2 − 2 cos θ)^(−a²/2) = |2 sin(θ/2)|^(−a²).

At small θ this behaves as |θ|^(−a²), the decay in time you were looking for.

## What the Lean statements say about the core hole

`fockAmplitude` holds the number-state amplitudes and `modeOverlap α φ` the one-mode overlap. `displacement a q n` belongs to mode n + 1. `cumulant a q θ` is C, defined as the infinite sum and not by its closed form; `hasSum_cumulant` proves convergence and the logarithmic formula. `tendsto_prod_modeOverlap` says that finite products of overlaps tend to exp(−C), `norm_exp_neg_cumulant` gives the modulus, and `power_law` gives the limit, with `𝓝[<] 1` meaning q → 1 from below. If cos θ = 1 and a ≠ 0, the divided overlap diverges instead.

`edge_laws` inserts two values of a for a real phase shift δ at the Fermi level, those for spinless electrons that the hole scatters in a single channel. For photoemission, a = δ/π stands for the screening charge drawn in by the hole. For absorption, a = 1 − δ/π also counts the electron promoted into the band. Both identifications are physical input, as are the independent modes with equally spaced energies; neither is derived from an electron Hamiltonian. The laws concern the modulus in time, whereas an edge in frequency also requires the phase and a Fourier transform.

A real-time simulation of these same boson modes, with the same cutoff and enough modes for the sum C to have converged, can be checked against the finite-q modulus. A simulation of electrons has its own band structure and cutoff, so its modulus need not agree with this formula at finite q.

```lean
import Mathlib

open Filter Topology
open Complex (exp log I)

namespace EdgeSingularity

noncomputable section

/-- Amplitude of the `k`-boson state in the vacuum displaced by a real amount `α`. -/
def fockAmplitude (α : ℝ) (k : ℕ) : ℝ :=
  Real.exp (-α ^ 2 / 2) * α ^ k / √(k.factorial : ℝ)

/-- Overlap of a displaced vacuum with its time-evolved copy, in which each boson
has acquired the phase `exp (-iφ)`. -/
def modeOverlap (α φ : ℝ) : ℂ :=
  ∑' k : ℕ, ((fockAmplitude α k ^ 2 : ℝ) : ℂ) * exp (-((k : ℂ) * φ * I))

/-- Displacement of boson mode `n + 1`: the coupling `a / √(n + 1)`, damped by the
cutoff factor `√(q ^ (n + 1))`, for `0 ≤ q`. -/
def displacement (a q : ℝ) (n : ℕ) : ℝ := a * √(q ^ (n + 1) / ((n : ℝ) + 1))

/-- Contribution of boson mode `n + 1` to the exponent `C`. -/
def cumulantTerm (a q θ : ℝ) (n : ℕ) : ℂ :=
  (a : ℂ) ^ 2 * ((q : ℂ) ^ (n + 1) / ((n : ℂ) + 1) * (1 - exp (-(((n : ℂ) + 1) * θ * I))))

/-- The exponent `C`, summed over all boson modes, for `0 ≤ q < 1`. (Where the series diverges, as
it can at `q = 1`, Lean's `∑'` returns `0`, which is not the physical value.) -/
def cumulant (a q θ : ℝ) : ℂ := ∑' n : ℕ, cumulantTerm a q θ n

/-- The overlap of one displaced mode with its time-evolved copy is
`exp (-α² (1 - exp (-iφ)))`. -/
theorem modeOverlap_eq (α φ : ℝ) :
    modeOverlap α φ = exp (-((α : ℂ) ^ 2 * (1 - exp (-((φ : ℂ) * I))))) := by
  have hamp (k : ℕ) : fockAmplitude α k ^ 2 =
      Real.exp (-α ^ 2) * ((α ^ 2) ^ k / (k.factorial : ℝ)) := by
    have h1 : Real.exp (-α ^ 2 / 2) ^ 2 = Real.exp (-α ^ 2) := by
      rw [← Real.exp_nat_mul]
      congr 1
      push_cast
      ring
    rw [fockAmplitude, div_pow, mul_pow, h1, Real.sq_sqrt (Nat.cast_nonneg _)]
    ring
  have hexp (w : ℂ) : exp w = ∑' k : ℕ, w ^ k / (k.factorial : ℂ) := by
    rw [Complex.exp_eq_exp_ℂ, NormedSpace.exp_eq_tsum_div]
  -- the boson numbers are Poisson distributed, so the sum is an exponential series
  have hterm (k : ℕ) : ((fockAmplitude α k ^ 2 : ℝ) : ℂ) * exp (-((k : ℂ) * φ * I)) =
      exp (-(α : ℂ) ^ 2) *
        (((α : ℂ) ^ 2 * exp (-((φ : ℂ) * I))) ^ k / (k.factorial : ℂ)) := by
    have e : exp (-((k : ℂ) * φ * I)) = exp (-((φ : ℂ) * I)) ^ k := by
      rw [← Complex.exp_nat_mul]
      congr 1
      ring
    rw [hamp, e]
    push_cast
    ring
  rw [modeOverlap, tsum_congr hterm, tsum_mul_left, ← hexp, ← Complex.exp_add]
  congr 1
  ring

/-- The logarithm series, indexed by the modes `n + 1`, for `‖z‖ < 1`. -/
theorem hasSum_log {z : ℂ} (hz : ‖z‖ < 1) :
    HasSum (fun n : ℕ => z ^ (n + 1) / ((n : ℂ) + 1)) (-log (1 - z)) := by
  have h := (hasSum_nat_add_iff' 1).mpr (Complex.hasSum_taylorSeries_neg_log hz)
  simpa using h

/-- For `0 ≤ q < 1` the mode sum converges, and
`C = a² (log (1 - q exp (-iθ)) - log (1 - q))`. -/
theorem hasSum_cumulant (a q θ : ℝ) (h0 : 0 ≤ q) (h1 : q < 1) :
    HasSum (cumulantTerm a q θ)
      ((a : ℂ) ^ 2 * (log (1 - q * exp (-((θ : ℂ) * I))) - log (1 - (q : ℂ)))) := by
  have hq : ‖(q : ℂ)‖ < 1 := by
    rwa [Complex.norm_real, Real.norm_eq_abs, abs_of_nonneg h0]
  have he : ‖exp (-((θ : ℂ) * I))‖ = 1 := by simp [Complex.norm_exp]
  have hz : ‖(q : ℂ) * exp (-((θ : ℂ) * I))‖ < 1 := by rwa [norm_mul, he, mul_one]
  have h := ((hasSum_log hq).sub (hasSum_log hz)).mul_left ((a : ℂ) ^ 2)
  have hf : cumulantTerm a q θ = fun n : ℕ => (a : ℂ) ^ 2 *
      ((q : ℂ) ^ (n + 1) / ((n : ℂ) + 1) -
        ((q : ℂ) * exp (-((θ : ℂ) * I))) ^ (n + 1) / ((n : ℂ) + 1)) := by
    funext n
    have e : exp (-(((n : ℂ) + 1) * θ * I)) = exp (-((θ : ℂ) * I)) ^ (n + 1) := by
      rw [← Complex.exp_nat_mul]
      congr 1
      push_cast
      ring
    rw [cumulantTerm, e, mul_pow]
    ring
  rw [hf, ← neg_sub_neg]
  exact h

/-- For `0 ≤ q < 1` the product of the overlaps of the first `N` modes tends to
`exp (-C)` as `N` grows. -/
theorem tendsto_prod_modeOverlap (a q θ : ℝ) (h0 : 0 ≤ q) (h1 : q < 1) :
    Tendsto (fun N : ℕ => ∏ n ∈ Finset.range N,
      modeOverlap (displacement a q n) (((n : ℝ) + 1) * θ)) atTop
      (𝓝 (exp (-cumulant a q θ))) := by
  have hterm (n : ℕ) : modeOverlap (displacement a q n) (((n : ℝ) + 1) * θ) =
      exp (-cumulantTerm a q θ n) := by
    have hr : displacement a q n ^ 2 = a ^ 2 * (q ^ (n + 1) / ((n : ℝ) + 1)) := by
      rw [displacement, mul_pow, Real.sq_sqrt (by positivity)]
    rw [modeOverlap_eq, ← Complex.ofReal_pow, hr, cumulantTerm]
    congr 1
    push_cast
    ring
  have hs : HasSum (cumulantTerm a q θ) (cumulant a q θ) :=
    (hasSum_cumulant a q θ h0 h1).summable.hasSum
  refine ((Complex.continuous_exp.tendsto _).comp hs.tendsto_sum_nat.neg).congr ?_
  intro N
  rw [Function.comp_apply, ← Finset.sum_neg_distrib, Complex.exp_sum]
  exact Finset.prod_congr rfl fun n _ => (hterm n).symm

/-- For `0 ≤ q < 1` the modulus of `exp (-C)` is
`((1 - q)² / (1 - 2 q cos θ + q²)) ^ (a² / 2)`. -/
theorem norm_exp_neg_cumulant (a q θ : ℝ) (h0 : 0 ≤ q) (h1 : q < 1) :
    ‖exp (-cumulant a q θ)‖ =
      ((1 - q) ^ 2 / (1 - 2 * q * Real.cos θ + q ^ 2)) ^ (a ^ 2 / 2) := by
  rw [cumulant, (hasSum_cumulant a q θ h0 h1).tsum_eq]
  have hre : (1 - (q : ℂ) * exp (-((θ : ℂ) * I))).re = 1 - q * Real.cos θ := by
    simp [Complex.exp_re]
  have him : (1 - (q : ℂ) * exp (-((θ : ℂ) * I))).im = q * Real.sin θ := by
    simp [Complex.exp_im]
  generalize 1 - (q : ℂ) * exp (-((θ : ℂ) * I)) = z at hre him ⊢
  have hD : ‖z‖ ^ 2 = 1 - 2 * q * Real.cos θ + q ^ 2 := by
    rw [Complex.sq_norm, Complex.normSq_apply, hre, him]
    linear_combination q ^ 2 * Real.sin_sq_add_cos_sq θ
  have hq : 0 < 1 - q := sub_pos.2 h1
  have hpos : 0 < ‖z‖ ^ 2 := by
    rw [hD]
    nlinarith [mul_nonneg h0 (sub_nonneg.2 (Real.cos_le_one θ)), pow_pos hq 2]
  have hz : 0 < ‖z‖ := by
    refine lt_of_le_of_ne (norm_nonneg _) fun h => ?_
    rw [← h] at hpos
    norm_num at hpos
  have hw : ‖1 - (q : ℂ)‖ = 1 - q := by
    rw [← Complex.ofReal_one, ← Complex.ofReal_sub, Complex.norm_real,
      Real.norm_eq_abs, abs_of_pos hq]
  -- only the real parts of the logarithms enter the modulus
  rw [Complex.norm_exp, ← Complex.ofReal_pow, Complex.neg_re, Complex.re_ofReal_mul,
    Complex.sub_re, Complex.log_re, Complex.log_re, hw, ← hD, ← div_pow,
    Real.rpow_def_of_pos (pow_pos (div_pos hq hz) 2), Real.log_pow,
    Real.log_div hq.ne' hz.ne']
  congr 1
  push_cast
  ring

/-- When the cutoff is removed, `q → 1` from below, at a fixed angle with `cos θ ≠ 1`, the
modulus of `exp (-C)` divided by `(1 - q) ^ a²` tends to `(2 - 2 cos θ) ^ (-a² / 2)`. -/
theorem power_law (a θ : ℝ) (hθ : Real.cos θ ≠ 1) :
    Tendsto (fun q : ℝ => ‖exp (-cumulant a q θ)‖ / (1 - q) ^ (a ^ 2)) (𝓝[<] 1)
      (𝓝 ((2 - 2 * Real.cos θ) ^ (-(a ^ 2 / 2)))) := by
  have hD : Tendsto (fun q : ℝ => 1 - 2 * q * Real.cos θ + q ^ 2) (𝓝[<] 1)
      (𝓝 (2 - 2 * Real.cos θ)) := by
    have hc : Continuous (fun q : ℝ => 1 - 2 * q * Real.cos θ + q ^ 2) := by fun_prop
    rw [show 2 - 2 * Real.cos θ = 1 - 2 * 1 * Real.cos θ + 1 ^ 2 by ring]
    exact (hc.tendsto 1).mono_left nhdsWithin_le_nhds
  have hne : 2 - 2 * Real.cos θ ≠ 0 := fun h => hθ (by linarith)
  refine (hD.rpow_const (p := -(a ^ 2 / 2)) (Or.inl hne)).congr' ?_
  filter_upwards [Ioo_mem_nhdsLT (zero_lt_one : (0 : ℝ) < 1)] with q hq
  have h1 : 0 < 1 - q := sub_pos.2 hq.2
  have hD0 : 0 ≤ 1 - 2 * q * Real.cos θ + q ^ 2 := by
    nlinarith [Real.sin_sq_add_cos_sq θ, sq_nonneg (q - Real.cos θ), sq_nonneg (Real.sin θ)]
  have e : ((1 - q) ^ 2) ^ (a ^ 2 / 2) = (1 - q) ^ (a ^ 2) := by
    rw [← Real.rpow_natCast (1 - q) 2, ← Real.rpow_mul h1.le]
    congr 1
    push_cast
    ring
  rw [norm_exp_neg_cumulant a q θ hq.1.le hq.2, Real.div_rpow (sq_nonneg _) hD0, e,
    Real.rpow_neg hD0, div_right_comm, div_self (Real.rpow_pos_of_pos h1 _).ne', one_div]

/-- Both edge laws for a phase shift `δ` and `cos θ ≠ 1`: the power law holds with
`a = δ/π` (photoemission) and with `a = 1 - δ/π` (absorption). -/
theorem edge_laws (δ θ : ℝ) (hθ : Real.cos θ ≠ 1) :
    Tendsto (fun q : ℝ => ‖exp (-cumulant (δ / Real.pi) q θ)‖ /
      (1 - q) ^ ((δ / Real.pi) ^ 2)) (𝓝[<] 1)
      (𝓝 ((2 - 2 * Real.cos θ) ^ (-((δ / Real.pi) ^ 2 / 2)))) ∧
    Tendsto (fun q : ℝ => ‖exp (-cumulant (1 - δ / Real.pi) q θ)‖ /
      (1 - q) ^ ((1 - δ / Real.pi) ^ 2)) (𝓝[<] 1)
      (𝓝 ((2 - 2 * Real.cos θ) ^ (-((1 - δ / Real.pi) ^ 2 / 2)))) :=
  ⟨power_law _ θ hθ, power_law _ θ hθ⟩

end

end EdgeSingularity
```

```lean
#print axioms EdgeSingularity.tendsto_prod_modeOverlap
#print axioms EdgeSingularity.power_law
#print axioms EdgeSingularity.edge_laws
```

```
'EdgeSingularity.tendsto_prod_modeOverlap' depends on axioms: [propext, Classical.choice, Quot.sound]
'EdgeSingularity.power_law' depends on axioms: [propext, Classical.choice, Quot.sound]
'EdgeSingularity.edge_laws' depends on axioms: [propext, Classical.choice, Quot.sound]
```

## From the exponential series to the limit

In `modeOverlap_eq`, `hamp` squares the amplitudes and `hterm` turns each summand into a term of the exponential series. `hasSum_log` shifts Mathlib's logarithm series to start at mode 1, and `hasSum_cumulant` subtracts its two instances.

`tendsto_prod_modeOverlap` writes each overlap as the exponential of minus one term of C, then uses continuity of the exponential on the partial sums.

In `norm_exp_neg_cumulant`, `hD` is the computation of |1 − q e^(−iθ)|² and `hpos` shows that it is positive; `Complex.norm_exp` and `Complex.log_re` reduce the modulus to real logarithms.

`power_law` takes the limit of the denominator by continuity, and for 0 < q < 1 cancels (1 − q)^(a²) through the identity `e`. `edge_laws` applies it twice.
